# Closed form of a one-dimensional band function with exponentially decaying lattice terms

On an infinite one-dimensional lattice with sites at the integers, each lattice vector R contributes r^|R| exp(ikR) to a band function, where r and k are real. The theorem says that for |r| < 1 the sum of these contributions over all R converges to (1 − r²)/(1 − 2r cos k + r²). No Hamiltonian appears in the file; the claim concerns the Fourier sum alone. The attempt splits the lattice into R ≥ 0 and R < 0, sums each half as a geometric series with ratio r exp(ik) or r exp(−ik), and then tries to match the total with the closed form.

Lean 4 with Mathlib refuses this proof:

```lean
import Mathlib

open Complex (I)
open scoped Real

namespace HasSumBandTerm

noncomputable section

/-- The contribution `r^|R| exp(ikR)` of the lattice vector `R` to the band function. -/
def bandTerm (r k : ℝ) (R : ℤ) : ℂ := (r : ℂ) ^ R.natAbs * Complex.exp (I * k * R)

/-- For `|r| < 1` the lattice sum converges to `(1 - r²)/(1 - 2r cos k + r²)`. -/
theorem hasSum_bandTerm {r : ℝ} (hr : |r| < 1) (k : ℝ) :
    HasSum (bandTerm r k) (((1 - r ^ 2) / (1 - 2 * r * Real.cos k + r ^ 2) : ℝ) : ℂ) := by
  obtain ⟨z, hz⟩ : ∃ z : ℂ, z = r * Complex.exp (I * k) := ⟨_, rfl⟩
  obtain ⟨w, hw⟩ : ∃ w : ℂ, w = r * Complex.exp (-(I * k)) := ⟨_, rfl⟩
  have nz : ‖z‖ < 1 := by
    rw [hz, mul_comm I, norm_mul, Complex.norm_exp_ofReal_mul_I, mul_one, Complex.norm_real]
    exact hr
  have nw : ‖w‖ < 1 := by
    rw [hw, show -(I * (k : ℂ)) = ((-k : ℝ) : ℂ) * I by push_cast; ring, norm_mul,
      Complex.norm_exp_ofReal_mul_I, mul_one, Complex.norm_real]
    exact hr
  have z1 : 1 - z ≠ 0 := by
    intro h
    rw [← sub_eq_zero.1 h] at nz
    simp at nz
  have w1 : 1 - w ≠ 0 := by
    intro h
    rw [← sub_eq_zero.1 h] at nw
    simp at nw
  -- the two half-lattices are geometric series
  have e1 : (fun n : ℕ => bandTerm r k (n : ℤ)) = fun n => z ^ n := by
    funext n
    unfold bandTerm
    rw [Int.natAbs_natCast, Int.cast_natCast,
      show I * (k : ℂ) * (n : ℂ) = n * (I * k) by ring, Complex.exp_nat_mul, hz, mul_pow]
  have e2 : (fun n : ℕ => bandTerm r k (-((n : ℤ) + 1))) = fun n => w * w ^ n := by
    funext n
    unfold bandTerm
    rw [show (-((n : ℤ) + 1)).natAbs = n + 1 by omega,
      show I * (k : ℂ) * ((-((n : ℤ) + 1) : ℤ) : ℂ) = ((n + 1 : ℕ) : ℂ) * (-(I * k)) by
        push_cast; ring,
      Complex.exp_nat_mul, ← mul_pow, ← hw, pow_succ']
  have h1 := hasSum_geometric_of_norm_lt_one nz
  have h2 := (hasSum_geometric_of_norm_lt_one nw).mul_left w
  rw [← e1] at h1
  rw [← e2] at h2
  have key := HasSum.of_nat_of_neg_add_one h1 h2
  have he : Complex.exp (I * k) * Complex.exp (-(I * k)) = 1 := by
    rw [← Complex.exp_add, add_neg_cancel, Complex.exp_zero]
  have hc := Complex.two_cos (k : ℂ)
  rw [show (k : ℂ) * I = I * k by ring, show -(k : ℂ) * I = -(I * k) by ring] at hc
  have hzw : z * w = (r : ℂ) ^ 2 := by
    rw [hz, hw]
    linear_combination (r : ℂ) ^ 2 * he
  have hden : 1 - 2 * (r : ℂ) * Complex.cos k + (r : ℂ) ^ 2 = (1 - z) * (1 - w) := by
    have hs : z + w = 2 * r * Complex.cos k := by
      rw [hz, hw]
      linear_combination -(r : ℂ) * hc
    linear_combination hs - hzw
  convert key using 1
  push_cast
  rw [hden, ← hzw, eq_comm, eq_div_iff (mul_ne_zero z1 w1)]
  linear_combination (1 - w) * inv_mul_cancel₀ z1 + w * (1 - z) * inv_mul_cancel₀ w1

end

end HasSumBandTerm
```

The error:

```
Main.lean:65:6: error: Tactic `rewrite` failed: Did not find an occurrence of the pattern
  1 - 2 * ↑r * Complex.cos ↑k + ↑r ^ 2
in the target expression
  Complex.instAddCommMonoid = DivisionRing.toDivisionSemiring.toAddCommMonoid

case e'_3
r : ℝ
hr : |r| < 1
k : ℝ
z : ℂ
hz : z = ↑r * Complex.exp (I * ↑k)
w : ℂ
hw : w = ↑r * Complex.exp (-(I * ↑k))
nz : ‖z‖ < 1
nw : ‖w‖ < 1
z1 : 1 - z ≠ 0
w1 : 1 - w ≠ 0
e1 : (fun n => bandTerm r k ↑n) = fun n => z ^ n
e2 : (fun n => bandTerm r k (-(↑n + 1))) = fun n => w * w ^ n
h1 : HasSum (fun n => bandTerm r k ↑n) (1 - z)⁻¹
h2 : HasSum (fun n => bandTerm r k (-(↑n + 1))) (w * (1 - w)⁻¹)
key : HasSum (bandTerm r k) ((1 - z)⁻¹ + w * (1 - w)⁻¹)
he : Complex.exp (I * ↑k) * Complex.exp (-(I * ↑k)) = 1
hc : 2 * Complex.cos ↑k = Complex.exp (I * ↑k) + Complex.exp (-(I * ↑k))
hzw : z * w = ↑r ^ 2
hden : 1 - 2 * ↑r * Complex.cos ↑k + ↑r ^ 2 = (1 - z) * (1 - w)
⊢ Complex.instAddCommMonoid = DivisionRing.toDivisionSemiring.toAddCommMonoid
```

Diagnosis. The message says that `rw [hden, …]` could not find the denominator 1 − 2r cos k + r² in its goal. That goal is not the equation between the two values of the sum, but an equation between two additive structures on ℂ. `HasSum` takes such a structure as an implicit argument, and the one in the theorem is written differently from the one in `key`. `convert key using 1` left this difference as a goal of its own, and it came first, so the algebra meant for the values was applied to it.

The repair states the equation of values separately as `hval` and proves it with the same `push_cast`, `rw` and `linear_combination` as before, now on the goal they were written for. `rw [hval]` then puts the value from `key` into the theorem's goal, and `exact key` closes it. The two additive structures are equal by definition, which Lean checks at `exact`, so they no longer give rise to a separate goal.

The repair, with which the file compiles:

```diff
@@ -61,8 +61,11 @@
       linear_combination -(r : ℂ) * hc
     linear_combination hs - hzw
-  convert key using 1
-  push_cast
-  rw [hden, ← hzw, eq_comm, eq_div_iff (mul_ne_zero z1 w1)]
-  linear_combination (1 - w) * inv_mul_cancel₀ z1 + w * (1 - z) * inv_mul_cancel₀ w1
+  have hval : (((1 - r ^ 2) / (1 - 2 * r * Real.cos k + r ^ 2) : ℝ) : ℂ)
+      = (1 - z)⁻¹ + w * (1 - w)⁻¹ := by
+    push_cast
+    rw [hden, ← hzw, eq_comm, eq_div_iff (mul_ne_zero z1 w1)]
+    linear_combination (1 - w) * inv_mul_cancel₀ z1 + w * (1 - z) * inv_mul_cancel₀ w1
+  rw [hval]
+  exact key
 
 end
```
